# Trace and Dudarev energy do not fix a three-orbital occupation matrix up to a unitary change of orbitals

In a DFT+U calculation the occupation matrix of one spin channel in the localised orbitals on an atom depends on which orthonormal basis of their span is used, while the number of electrons of that spin in the span and the Dudarev correction energy of that channel do not (they can change if the span itself is chosen differently), so one can ask whether these two numbers identify the matrix up to such a unitary change of basis. For three orbitals an explicit pair of matrices shows that they do not, whereas for real diagonal matrices on two orbitals with a nonzero interaction strength they do.

```lean
import Mathlib

open Matrix
open scoped ComplexOrder

namespace DudarevIncompleteInvariants

noncomputable section

variable {m : Type*} [Fintype m] [DecidableEq m]

/-- The Dudarev Hubbard energy `(U/2) Tr[n (1 - n)]` of an occupation matrix `n`. -/
def dudarev (U : ℝ) (n : Matrix m m ℂ) : ℂ :=
  (U : ℂ) / 2 * trace (n * (1 - n))

/-- Two occupation matrices are unitarily related if `n' = W n W†` for a unitary `W`. -/
def UnitarilyRelated (n n' : Matrix m m ℂ) : Prop :=
  ∃ W ∈ Matrix.unitaryGroup m ℂ, n' = W * n * star W

/-- An admissible occupation matrix: both `n` and `1 - n` are positive semidefinite. -/
def IsOccupation (n : Matrix m m ℂ) : Prop :=
  n.PosSemidef ∧ (1 - n).PosSemidef

/-- The diagonal matrix with real occupation numbers `f i`. -/
def occ (f : m → ℝ) : Matrix m m ℂ :=
  diagonal fun i => (f i : ℂ)

/-- The occupation matrix `diag(0, 1/2, 1/2)`. -/
def n₁ : Matrix (Fin 3) (Fin 3) ℂ := occ ![0, 1 / 2, 1 / 2]

/-- The occupation matrix `diag(2/3, 1/6, 1/6)`. -/
def n₂ : Matrix (Fin 3) (Fin 3) ℂ := occ ![2 / 3, 1 / 6, 1 / 6]

/-- Unitarily related matrices have the same moments `Tr n^k` for every `k`. -/
theorem trace_pow_invariant {n n' : Matrix m m ℂ} (h : UnitarilyRelated n n') (k : ℕ) :
    trace (n' ^ k) = trace (n ^ k) := by
  obtain ⟨W, hW, rfl⟩ := h
  have h1 : star W * W = 1 := Matrix.mem_unitaryGroup_iff'.mp hW
  have h2 : W * star W = 1 := Matrix.mem_unitaryGroup_iff.mp hW
  -- the inner factors W† W cancel in the power
  have hp : (W * n * star W) ^ k = W * n ^ k * star W := by
    induction k with
    | zero => simp [h2]
    | succ k ih =>
      calc (W * n * star W) ^ (k + 1)
          = W * n ^ k * (star W * W) * n * star W := by
            rw [pow_succ, ih]
            simp only [mul_assoc]
        _ = W * n ^ (k + 1) * star W := by
            rw [h1, pow_succ]
            simp only [mul_assoc, mul_one]
  -- cyclicity of the trace
  rw [hp, Matrix.trace_mul_cycle, h1, one_mul]

/-- The Dudarev energy equals `(U/2)(Tr n - Tr n²)`. -/
theorem dudarev_eq_moments (U : ℝ) (n : Matrix m m ℂ) :
    dudarev U n = (U : ℂ) / 2 * (trace (n ^ 1) - trace (n ^ 2)) := by
  rw [dudarev, mul_sub, mul_one, trace_sub, pow_one, pow_two]

/-- Unitarily related matrices have the same Dudarev energy. -/
theorem dudarev_invariant {n n' : Matrix m m ℂ} (h : UnitarilyRelated n n') (U : ℝ) :
    dudarev U n' = dudarev U n := by
  rw [dudarev_eq_moments, dudarev_eq_moments, trace_pow_invariant h 1, trace_pow_invariant h 2]

/-- The `k`-th moment of a diagonal occupation matrix is the power sum of its entries. -/
theorem trace_occ_pow (f : m → ℝ) (k : ℕ) :
    trace (occ f ^ k) = ((∑ i, f i ^ k : ℝ) : ℂ) := by
  rw [occ, diagonal_pow, trace_diagonal]
  simp

omit [Fintype m] in
/-- A diagonal matrix with all entries between `0` and `1` is an admissible occupation
matrix. -/
theorem isOccupation_occ (f : m → ℝ) (h0 : ∀ i, 0 ≤ f i) (h1 : ∀ i, f i ≤ 1) :
    IsOccupation (occ f) := by
  have key : ∀ g : m → ℝ, (∀ i, 0 ≤ g i) → (occ g).PosSemidef := by
    intro g hg
    unfold occ
    rw [Matrix.posSemidef_diagonal_iff]
    intro i
    exact Complex.zero_le_real.mpr (hg i)
  have hc : 1 - occ f = occ fun i => 1 - f i := by
    ext i j
    by_cases hij : i = j
    · subst hij
      simp [occ]
    · simp [occ, hij]
  refine ⟨key f h0, ?_⟩
  rw [hc]
  exact key _ fun i => sub_nonneg.mpr (h1 i)

/-- The admissible occupation matrices `diag(0, 1/2, 1/2)` and `diag(2/3, 1/6, 1/6)` both have
trace `1` and Dudarev energy `U/4` for every `U`, their traces of cubes are `1/4` and `11/36`,
and they are not unitarily related. -/
theorem dudarev_invariants_incomplete :
    (IsOccupation n₁ ∧ IsOccupation n₂) ∧
    (trace n₁ = 1 ∧ trace n₂ = 1) ∧
    (∀ U : ℝ, dudarev U n₁ = (U : ℂ) / 4 ∧ dudarev U n₂ = (U : ℂ) / 4) ∧
    (trace (n₁ ^ 3) = 1 / 4 ∧ trace (n₂ ^ 3) = 11 / 36) ∧
    ¬ UnitarilyRelated n₁ n₂ := by
  -- first, second and third moments of both matrices
  have a1 : trace (n₁ ^ 1) = 1 := by
    rw [n₁, trace_occ_pow]
    norm_num [Fin.sum_univ_succ]
  have b1 : trace (n₂ ^ 1) = 1 := by
    rw [n₂, trace_occ_pow]
    norm_num [Fin.sum_univ_succ]
  have a2 : trace (n₁ ^ 2) = 1 / 2 := by
    rw [n₁, trace_occ_pow]
    norm_num [Fin.sum_univ_succ]
  have b2 : trace (n₂ ^ 2) = 1 / 2 := by
    rw [n₂, trace_occ_pow]
    norm_num [Fin.sum_univ_succ]
  have a3 : trace (n₁ ^ 3) = 1 / 4 := by
    rw [n₁, trace_occ_pow]
    norm_num [Fin.sum_univ_succ]
  have b3 : trace (n₂ ^ 3) = 11 / 36 := by
    rw [n₂, trace_occ_pow]
    norm_num [Fin.sum_univ_succ]
  refine ⟨⟨?_, ?_⟩, ⟨?_, ?_⟩, fun U => ⟨?_, ?_⟩, ⟨a3, b3⟩, fun h => ?_⟩
  · apply isOccupation_occ <;> intro i <;> fin_cases i <;> simp <;> norm_num
  · apply isOccupation_occ <;> intro i <;> fin_cases i <;> simp <;> norm_num
  · rwa [pow_one] at a1
  · rwa [pow_one] at b1
  · rw [dudarev_eq_moments, a1, a2]
    ring
  · rw [dudarev_eq_moments, b1, b2]
    ring
  · -- a unitary conjugation would preserve the third moment
    have h3 := trace_pow_invariant h 3
    rw [a3, b3] at h3
    norm_num at h3

/-- For two orbitals and `U ≠ 0`, real diagonal matrices with equal traces and equal Dudarev
energies are unitarily related. -/
theorem two_orbitals_complete (f g : Fin 2 → ℝ) (U : ℝ) (hU : U ≠ 0)
    (ht : trace (occ f) = trace (occ g)) (hE : dudarev U (occ f) = dudarev U (occ g)) :
    UnitarilyRelated (occ f) (occ g) := by
  have hU' : (U : ℂ) / 2 ≠ 0 := div_ne_zero (Complex.ofReal_ne_zero.mpr hU) two_ne_zero
  have ht1 : trace (occ f ^ 1) = trace (occ g ^ 1) := by rw [pow_one, pow_one, ht]
  rw [dudarev_eq_moments, dudarev_eq_moments] at hE
  have hE' := mul_left_cancel₀ hU' hE
  have ht2 : trace (occ f ^ 2) = trace (occ g ^ 2) := by linear_combination ht1 - hE'
  rw [trace_occ_pow, trace_occ_pow] at ht1 ht2
  have s1 := Complex.ofReal_injective ht1
  have s2 := Complex.ofReal_injective ht2
  simp only [Fin.sum_univ_two, pow_one] at s1 s2
  -- equal sums and sums of squares fix the unordered pair of occupations
  have hq : (f 0 - g 0) * (f 0 - g 1) = 0 := by
    linear_combination (1 / 2 : ℝ) * s2 + (1 / 2 : ℝ) * (f 0 - f 1 - g 0 - g 1) * s1
  rcases mul_eq_zero.mp hq with h | h
  · have h0 : g 0 = f 0 := by linarith
    have h1 : g 1 = f 1 := by linarith
    have hfg : g = f := by
      funext i
      fin_cases i
      · exact h0
      · exact h1
    exact ⟨1, one_mem _, by simp [hfg]⟩
  · have h0 : g 0 = f 1 := by linarith
    have h1 : g 1 = f 0 := by linarith
    -- the swap of the two orbitals
    have hs : star (!![0, 1; 1, 0] : Matrix (Fin 2) (Fin 2) ℂ) = !![0, 1; 1, 0] := by
      ext i j
      fin_cases i <;> fin_cases j <;> simp [Matrix.star_apply]
    have ho : ∀ u : Fin 2 → ℝ, occ u = !![(u 0 : ℂ), 0; 0, (u 1 : ℂ)] := by
      intro u
      ext i j
      fin_cases i <;> fin_cases j <;> simp [occ]
    refine ⟨!![0, 1; 1, 0], ?_, ?_⟩
    · rw [Matrix.mem_unitaryGroup_iff, hs]
      ext i j
      fin_cases i <;> fin_cases j <;> simp [Matrix.mul_apply, Fin.sum_univ_two]
    · rw [hs, ho f, ho g, h0, h1]
      ext i j
      fin_cases i <;> fin_cases j <;> simp [Matrix.mul_apply, Fin.sum_univ_two]

end

end DudarevIncompleteInvariants
```

```lean
#print axioms DudarevIncompleteInvariants.dudarev_invariant
-- 'DudarevIncompleteInvariants.dudarev_invariant' depends on axioms: [propext, Classical.choice, Quot.sound]
#print axioms DudarevIncompleteInvariants.dudarev_invariants_incomplete
-- 'DudarevIncompleteInvariants.dudarev_invariants_incomplete' depends on axioms: [propext, Classical.choice, Quot.sound]
#print axioms DudarevIncompleteInvariants.two_orbitals_complete
-- 'DudarevIncompleteInvariants.two_orbitals_complete' depends on axioms: [propext, Classical.choice, Quot.sound]
```

## Two matrices with one electron and energy U/4

Let n be a complex square matrix whose rows and columns are labelled by a finite set of orbitals, the type `m` in the file. Write 1 for the identity matrix, Tr for the trace and W† for the conjugate transpose of a matrix W, which Lean writes `star W`. For a real number U, `dudarev U n` is

E(U, n) = (U/2) Tr[n(1 − n)].

`UnitarilyRelated n n'` says that n' = W n W† for some W in the unitary group, and `IsOccupation n` says that n and 1 − n are both positive semidefinite. For real numbers fᵢ, one per orbital, `occ f` is the diagonal matrix with entries fᵢ. The orbitals of `Fin 3` are numbered 0, 1, 2, and the two matrices of the example are

n₁ = diag(0, 1/2, 1/2),

n₂ = diag(2/3, 1/6, 1/6).

The subscripts on n₁ and n₂ name the two matrices and are not orbital indices.

The theorem `dudarev_invariants_incomplete` is a conjunction of five statements. Both matrices satisfy `IsOccupation`. Both have trace 1. For every real U, both have E = U/4. Their traces of cubes are Tr n₁³ = 1/4 and Tr n₂³ = 11/36. Finally there is no unitary 3 × 3 matrix W with n₂ = W n₁ W†.

The theorem `two_orbitals_complete` concerns two orbitals, numbered 0 and 1, and two pairs of real numbers f = (f₀, f₁) and g = (g₀, g₁). It assumes U ≠ 0 (`hU`), equal traces of diag(f₀, f₁) and diag(g₀, g₁) (`ht`), and equal energies at that one value of U (`hE`). It concludes that the two matrices are unitarily related. The numbers fᵢ and gᵢ are not required to lie between 0 and 1.

Two general results hold for any finite set of orbitals and any complex matrices, Hermitian or not. `trace_pow_invariant` states that unitarily related matrices share the moment Tr nᵏ for every natural number k, where k = 0 gives the number of orbitals. `dudarev_invariant` states that they share E(U, n) for every U.

## Occupation matrices and changes of the local orbitals

Take orthonormal localised orbitals φᵢ on one atom and the one-particle density operator ρ of one spin channel. The occupation matrix has the elements

nᵢⱼ = ⟨φᵢ|ρ|φⱼ⟩.

Its trace is the number of electrons of that spin in the localised orbitals. Fermionic occupations lie between 0 and 1, so ρ and 1 − ρ are positive operators, and restricting them to the span of the φᵢ makes n and 1 − n positive semidefinite. `IsOccupation` takes this pair of conditions as a definition, and ρ itself never appears in the file. Mathlib's `PosSemidef` includes hermiticity, so an admissible n is a Hermitian matrix with eigenvalues in [0, 1]. The line `open scoped ComplexOrder` supplies the order used on complex numbers, in which z ≥ 0 means that z is real and nonnegative.

A new orthonormal basis of the same span is given by a unitary W through ⟨φ'ᵢ| = Σₐ Wᵢₐ⟨φₐ|. With an overbar for complex conjugation,

n'ᵢⱼ = Σₐ Σₖ Wᵢₐ nₐₖ W̄ⱼₖ = (W n W†)ᵢⱼ,

which is the relation in `UnitarilyRelated`. The definition admits every unitary matrix, a larger set than the matrices that represent spatial rotations of the atom. This makes the negative statement for three orbitals strong, since it excludes every rotation of the local axes that maps the span of the orbitals to itself, along with every other orthonormal change of basis of that span. For a p shell these are all rotations, while a general rotation takes a t₂g triplet out of its span and is not covered. It makes the positive statement for two orbitals weaker than a statement about symmetry, since the W it provides need not be a symmetry operation of a crystal.

The constant U stands for the effective on-site repulsion of the Dudarev functional, the screened Coulomb parameter minus the exchange parameter. It is a free real number here, of either sign, and nothing determines its value. For a diagonal matrix the energy is (U/2) Σᵢ fᵢ(1 − fᵢ), which vanishes when every fᵢ is 0 or 1 and, for U > 0, charges an energy for each fractional occupation. The full correction in a calculation sums such terms over atoms and spins, and the file treats a single term. The value of `dudarev` is a complex number because it is defined for any complex matrix. For n₁ and n₂ it is the real number U/4 cast into ℂ.

Physically, n₁ has one empty orbital and one electron spread evenly over the other two, while n₂ has two thirds of the electron in orbital 0 and one sixth in each of the others. For a single site and spin channel with three orbitals, such as a p shell or a t₂g triplet, the one-parameter Dudarev term therefore assigns the same energy to two differently shaped distributions of one electron. The statement concerns this term alone. It does not say that either matrix arises from a self-consistent calculation, nor that total energies agree.

## Moments survive unitary conjugation

Let n' = W n W† with W†W = WW† = 1. The first claim is

(W n W†)ᵏ = W nᵏ W†.

For k = 0 the left side is 1 and the right side is WW† = 1. If the claim holds for k, then

(W n W†)ᵏ⁺¹ = W nᵏ W† · W n W† = W nᵏ (W†W) n W† = W nᵏ⁺¹ W†.

Cyclicity of the trace moves the last factor to the front:

Tr n'ᵏ = Tr(W nᵏ W†) = Tr(W†W nᵏ) = Tr nᵏ.

In `trace_pow_invariant`, `h1` and `h2` are W†W = 1 and WW† = 1, and `hp` is the induction. Its base case uses `h2`, and the two lines of the `calc` block regroup the product around `star W * W` and then cancel it with `h1`. The last line applies `Matrix.trace_mul_cycle` and `h1` again.

Expanding n(1 − n) = n − n² and using linearity of the trace gives

E(U, n) = (U/2)(Tr n − Tr n²),

which is `dudarev_eq_moments`. It writes Tr n as `trace (n ^ 1)` so that the cases k = 1 and k = 2 of the moment theorem apply directly, and `dudarev_invariant` consists of those two substitutions. This form also shows how little the energy sees. For U ≠ 0, knowing Tr n and E is the same as knowing the first two moments.

## The first three power sums of the example

A power of a diagonal matrix is diagonal with entries fᵢᵏ, so

Tr diag(f)ᵏ = Σᵢ fᵢᵏ.

This is `trace_occ_pow`, with the sum formed in ℝ and then cast to ℂ. For n₁ the power sums are

k = 1: 0 + 1/2 + 1/2 = 1,

k = 2: 0 + 1/4 + 1/4 = 1/2,

k = 3: 0 + 1/8 + 1/8 = 1/4.

For n₂ they are

k = 1: 2/3 + 1/6 + 1/6 = 1,

k = 2: 4/9 + 1/36 + 1/36 = 16/36 + 2/36 = 1/2,

k = 3: 8/27 + 1/216 + 1/216 = 64/216 + 2/216 = 66/216 = 11/36.

These six numbers are `a1`, `a2`, `a3` and `b1`, `b2`, `b3` in the main proof, each obtained by rewriting with `trace_occ_pow` and evaluating the three-term sum. Both energies follow as

E = (U/2)(1 − 1/2) = U/4,

where `ring` does the last simplification. If n₂ were W n₁ W† for a unitary W, the moment theorem with k = 3 would give 11/36 = 1/4 = 9/36. The hypothesis `h3` is this equation after `a3` and `b3` are substituted, and `norm_num` refutes it.

Admissibility rests on `isOccupation_occ`. For a diagonal matrix with entries gᵢ ≥ 0 and any complex vector v, the quadratic form is Σᵢ gᵢ|vᵢ|² ≥ 0, and the step `key` obtains this through `Matrix.posSemidef_diagonal_iff`. The step `hc` shows entry by entry that 1 − diag(fᵢ) = diag(1 − fᵢ), so `key` applies once to fᵢ ≥ 0 and once to 1 − fᵢ ≥ 0. In the main theorem the bounds 0 ≤ fᵢ ≤ 1 are checked for i = 0, 1, 2 by `fin_cases`.

## Two orbitals: sum and sum of squares fix the pair

Since U/2 ≠ 0, it cancels from the equality of energies, leaving equality of Tr n − Tr n² for the two matrices. Subtracting this from the equality of traces gives equality of Tr n². In terms of the entries,

f₀ + f₁ = g₀ + g₁,

f₀² + f₁² = g₀² + g₁².

Squaring the first equation and subtracting the second gives 2f₀f₁ = 2g₀g₁. Then

(f₀ − g₀)(f₀ − g₁) = f₀² − f₀(g₀ + g₁) + g₀g₁ = f₀² − f₀(f₀ + f₁) + f₀f₁ = 0.

So f₀ = g₀ or f₀ = g₁. In the first case the equal sums give f₁ = g₁, the matrices coincide, and W = 1 relates them. In the second case f₁ = g₀, and the relating matrix is the swap S with S₀₁ = S₁₀ = 1 and S₀₀ = S₁₁ = 0. It satisfies S† = S and SS† = 1, and

S diag(f₀, f₁) S† = diag(f₁, f₀) = diag(g₀, g₁).

In Lean, `mul_left_cancel₀` removes U/2, `ht2` is the subtraction, and `s1` and `s2` are the two real equations, recovered from complex ones by `Complex.ofReal_injective`. The step `hq` compresses the elimination into one polynomial identity: the product (f₀ − g₀)(f₀ − g₁) equals one half of the difference of the two sides of `s2`, plus (f₀ − f₁ − g₀ − g₁)/2 times the difference of the two sides of `s1`. In the swap branch `hs` is S† = S and `ho` writes a diagonal matrix out as an explicit 2 × 2 array, after which unitarity and the conjugation are checked on the four entries.

The theorem speaks of real diagonal matrices only. Reducing a general Hermitian 2 × 2 matrix to that form by diagonalisation is not part of it, so the file does not assert that three is the smallest dimension with a counter-example among all admissible matrices.

## What the hypotheses of the two-orbital theorem exclude

The small examples here and the formulas for the potential below are worked out in prose and are not among the theorems of the file.

With U = 0 every matrix has E = 0 and `hE` carries no information. The matrices diag(1, 0) and diag(1/2, 1/2) have trace 1 and equal energies, but their second moments are 1 and 1/2, so no unitary relates them.

Without `ht`, diag(0, 0) and diag(1, 0) both have E = 0 for every U, and their traces 0 and 1 differ, so again they are unrelated.

If arbitrary complex matrices replaced the real diagonal ones, the matrix N with N₀₁ = 1 and all other entries 0 would have Tr N = 0 and N² = 0, the same trace and energy as the zero matrix. Conjugating the zero matrix gives only zero, so N is not related to it. This N is not Hermitian and is not an occupation matrix.

## The same quantities in a DFT+U code

In the simplest scheme, with collinear spins, orthonormal φᵢ and no overlap operator, a code forms n for each atom and spin by projecting the Kohn–Sham orbitals ψ onto the φᵢ and summing ⟨φᵢ|ψ⟩⟨ψ|φⱼ⟩ with the occupation of ψ and the k-point weight. It then evaluates (U/2)(Tr n − Tr n²) and the potential matrix obtained by varying n,

δE = (U/2) Tr[(1 − 2n) δn] = Tr[V δn], with V = U(1/2 − n),

where 1/2 means one half of the identity. For the two matrices of the example,

V(n₁) = U diag(1/2, 0, 0),

V(n₂) = U diag(−1/6, 1/3, 1/3).

For U ≠ 0 the correction energies agree while the potentials have different eigenvalues, so the Hubbard term shifts the local levels differently in the two cases. When two runs are compared, agreement of the local electron count and of the Dudarev energy on a site with three orbitals does not establish that the occupation matrices differ only by a choice of local axes. A mismatch in the eigenvalues of n, or in Tr n³ as here, does establish that no unitary change of basis turns one matrix into the other.
